# In an Ising quench between non-negative fields, some ground-state mode has a vanishing Loschmidt amplitude exactly when the field crosses 1

Scan the Loschmidt amplitude after a quench on a grid of momenta and times, and you may find a very small value. The scan alone does not tell you whether the amplitude reaches zero between the grid points or only comes close. For the non-interacting modes of the transverse-field Ising chain, with continuous momentum \(k\in(0,\pi)\) and each mode started in its ground state, the two fields decide whether a zero exists at some momentum and time.

The field jumps from \(g\) to \(h\), both in units where the critical field is 1, and \(\hbar=1\). The reduction of the spin chain to independent two-level modes is taken as the starting point.

## Two vectors and a two-level Hamiltonian

```lean
import Mathlib

open Matrix

namespace IsingQuench

noncomputable section

/-- Scalar product of the vectors `(g - cos k, sin k)` and `(h - cos k, sin k)`. -/
def blochDot (g h k : ℝ) : ℝ :=
  (g - Real.cos k) * (h - Real.cos k) + Real.sin k * Real.sin k
```

A `def` introduces a name. With \(d_g(k)=(g-\cos k,\ \sin k)\), `blochDot g h k` is the scalar product \(d_g\cdot d_h\).

```lean
/-- Mode energy: the length of the vector `(g - cos k, sin k)`. -/
def energy (g k : ℝ) : ℝ := √(blochDot g g k)
```

The mode energy is \(e_g=|d_g|\). A different positive prefactor in the Hamiltonian would multiply all mode energies by the same factor and divide the times of the zeros by it.

```lean
/-- Hamiltonian of the mode `k` in the field `g`: `(g - cos k) σz + sin k σx`. -/
def ham (g k : ℝ) : Matrix (Fin 2) (Fin 2) ℂ :=
  !![((g - Real.cos k : ℝ) : ℂ), ((Real.sin k : ℝ) : ℂ);
     ((Real.sin k : ℝ) : ℂ), -((g - Real.cos k : ℝ) : ℂ)]
```

This is \(H_g=(g-\cos k)\sigma_z+\sin k\,\sigma_x\), a complex matrix with real entries.

```lean
/-- Closed form of the time evolution of a mode, for nonzero mode energy. -/
def evolution (g k t : ℝ) : Matrix (Fin 2) (Fin 2) ℂ :=
  ((Real.cos (energy g k * t) : ℝ) : ℂ) • (1 : Matrix (Fin 2) (Fin 2) ℂ) -
    (Complex.I * ((Real.sin (energy g k * t) / energy g k : ℝ) : ℂ)) • ham g k
```

The proposed evolution is \(U_g(t)=\cos(e_gt)\,1-i\,\frac{\sin(e_gt)}{e_g}H_g\). That it solves the Schrödinger equation is proved below.

```lean
/-- A normalized eigenvector of the mode Hamiltonian with eigenvalue minus the mode energy. -/
def IsGroundState (g k : ℝ) (ψ : Fin 2 → ℂ) : Prop :=
  star ψ ⬝ᵥ ψ = 1 ∧ ham g k *ᵥ ψ = (-(energy g k : ℂ)) • ψ
```

`IsGroundState` is a condition on a two-component vector: \(\langle\psi|\psi\rangle=1\) and \(H_g\psi=-e_g\psi\). The symbol `⬝ᵥ` is the dot product, `*ᵥ` applies a matrix to a vector, and `star` conjugates.

```lean
/-- Loschmidt amplitude of the state `ψ` evolving in the field `h`, for nonzero mode energy. -/
def amplitude (h k : ℝ) (ψ : Fin 2 → ℂ) (t : ℝ) : ℂ :=
  star ψ ⬝ᵥ (evolution h k t *ᵥ ψ)
```

The amplitude is \(\langle\psi|U_h(t)|\psi\rangle\), for a single mode and not for the whole chain.

```lean
/-- Normalized scalar product of the two mode vectors, for nonzero mode energies. -/
def overlap (g h k : ℝ) : ℝ := blochDot g h k / (energy g k * energy h k)
```

This is \(u=d_g\cdot d_h/(e_ge_h)\), the cosine of the angle between the vectors \(d_g\) and \(d_h\). Despite the name, it is not the scalar product of the two ground states, whose squared modulus is \((1+u)/2\). Orthogonal vectors, \(u=0\), therefore do not mean orthogonal states.

## The momentum where the vectors are orthogonal

```lean
theorem blochDot_eq (g h k : ℝ) :
    blochDot g h k = 1 + g * h - (g + h) * Real.cos k := by
  unfold blochDot
  linear_combination Real.sin_sq_add_cos_sq k
```

Multiply out and use \(\sin^2k+\cos^2k=1\):
\[d_g\cdot d_h=gh-(g+h)\cos k+\cos^2k+\sin^2k=1+gh-(g+h)\cos k.\]
The tactic `linear_combination` checks exactly this use of the identity.

```lean
theorem sum_pos {g h k : ℝ} (hg : 0 ≤ g) (hh : 0 ≤ h) (hk : blochDot g h k = 0) :
    0 < g + h := by
  by_contra hn
  have h1 : g = 0 := by linarith
  have h2 : h = 0 := by linarith
  rw [blochDot_eq, h1, h2] at hk
  norm_num at hk
```

If non-negative fields had \(g+h\le0\), both would be zero and the scalar product would be 1. Orthogonality therefore forces \(g+h>0\).

```lean
/-- For nonnegative fields, the mode vectors are orthogonal at some momentum in `(0, π)`
exactly when the fields lie strictly on opposite sides of `1`. -/
theorem exists_orthogonal_iff {g h : ℝ} (hg : 0 ≤ g) (hh : 0 ≤ h) :
    (∃ k ∈ Set.Ioo 0 Real.pi, blochDot g h k = 0) ↔ (g - 1) * (h - 1) < 0 := by
  constructor
  · rintro ⟨k, ⟨h0, hp⟩, hk⟩
    have hs := Real.sin_pos_of_pos_of_lt_pi h0 hp
    have hc : Real.cos k < 1 := by
      nlinarith [Real.sin_sq_add_cos_sq k, Real.cos_le_one k, mul_pos hs hs]
    have hsum := sum_pos hg hh hk
    rw [blochDot_eq] at hk
    nlinarith [mul_pos hsum (sub_pos.2 hc)]
  · intro hn
    have hgh := mul_nonneg hg hh
    have hsum : 0 < g + h := by nlinarith
    -- the critical momentum has this cosine
    have hpos : 0 < (1 + g * h) / (g + h) := by positivity
    have hlt : (1 + g * h) / (g + h) < 1 := by
      rw [div_lt_one hsum]
      nlinarith
    have hcos := Real.cos_arccos (by linarith : -1 ≤ (1 + g * h) / (g + h)) hlt.le
    refine ⟨Real.arccos ((1 + g * h) / (g + h)), ⟨Real.arccos_pos.2 hlt, ?_⟩, ?_⟩
    · refine lt_of_le_of_ne (Real.arccos_le_pi _) fun he => ?_
      rw [he, Real.cos_pi] at hcos
      linarith
    · rw [blochDot_eq, hcos, mul_div_cancel₀ _ hsum.ne']
      ring
```

`Set.Ioo 0 Real.pi` is the open interval \((0,\pi)\). Suppose first that the vectors are orthogonal at \(k\). Then \(1+gh=(g+h)\cos k\), so
\[(g-1)(h-1)=1+gh-(g+h)=-(g+h)(1-\cos k)<0,\]
because \(\sin k>0\) gives \(\cos k<1\). Lean leaves this inequality to `nlinarith`.

Conversely, \((g-1)(h-1)<0\) means \(g+h>1+gh>0\). Hence
\[0<\frac{1+gh}{g+h}<1,\]
and the arccosine of this fraction is a momentum in \((0,\pi)\) at which the scalar product vanishes.

```lean
/-- For nonnegative fields, at most one momentum in `(0, π)` makes the mode vectors
orthogonal. -/
theorem orthogonal_unique {g h k l : ℝ} (hg : 0 ≤ g) (hh : 0 ≤ h)
    (hk : k ∈ Set.Ioo 0 Real.pi) (hl : l ∈ Set.Ioo 0 Real.pi)
    (h1 : blochDot g h k = 0) (h2 : blochDot g h l = 0) : k = l := by
  have hsum := sum_pos hg hh h1
  rw [blochDot_eq] at h1 h2
  exact Real.injOn_cos ⟨hk.1.le, hk.2.le⟩ ⟨hl.1.le, hl.2.le⟩
    (mul_left_cancel₀ hsum.ne' (by linarith))
```

Two solutions \(k,l\) satisfy \((g+h)\cos k=1+gh=(g+h)\cos l\). Cancel \(g+h>0\); the cosine is injective on \([0,\pi]\), so \(k=l\).

Without \(g\ge0\), both theorems fail, even if \(h\ge0\) is kept. Take \(g=-1\), \(h=1\): the scalar product is \(1-1-0=0\) at every \(k\), while \((g-1)(h-1)=0\).

## A mode evolving in time

```lean
theorem energy_pos (g : ℝ) {k : ℝ} (hk : k ∈ Set.Ioo 0 Real.pi) : 0 < energy g k := by
  have hs := Real.sin_pos_of_pos_of_lt_pi hk.1 hk.2
  exact Real.sqrt_pos.2 (add_pos_of_nonneg_of_pos (mul_self_nonneg _) (mul_pos hs hs))
```

Since \(e_g^2\ge\sin^2k>0\), the energy is positive inside the interval, and the divisions by it are legitimate there.

```lean
theorem energy_sq (g k : ℝ) : energy g k ^ 2 = blochDot g g k :=
  Real.sq_sqrt (add_nonneg (mul_self_nonneg _) (mul_self_nonneg _))
```

Squaring the root returns \(e_g^2=d_g\cdot d_g\).

```lean
/-- For `k` in `(0, π)`, the evolution matrix is the identity at time zero and each of its entries
obeys the Schrödinger equation `U' = -i H U`. -/
theorem evolution_schrodinger (g : ℝ) {k : ℝ} (hk : k ∈ Set.Ioo 0 Real.pi) :
    evolution g k 0 = 1 ∧ ∀ (t : ℝ) (i j : Fin 2),
      HasDerivAt (fun τ : ℝ => evolution g k τ i j)
        (((-Complex.I) • (ham g k * evolution g k t)) i j) t := by
  refine ⟨by simp [evolution], fun t i j => ?_⟩
  have he := (energy_pos g hk).ne'
  -- the Hamiltonian squares to the squared energy
  have hsq : ham g k * ham g k =
      ((energy g k ^ 2 : ℝ) : ℂ) • (1 : Matrix (Fin 2) (Fin 2) ℂ) := by
    rw [energy_sq]
    ext a b
    fin_cases a <;> fin_cases b <;>
      simp [ham, blochDot, Matrix.mul_apply, Fin.sum_univ_succ] <;> ring
  have hl : HasDerivAt (fun τ : ℝ => energy g k * τ) (energy g k) t := by
    simpa using (hasDerivAt_id' t).const_mul (energy g k)
  have hd := (hl.cos.ofReal_comp.mul_const ((1 : Matrix (Fin 2) (Fin 2) ℂ) i j)).fun_sub
    (((hl.sin.div_const (energy g k)).ofReal_comp.const_mul Complex.I).mul_const (ham g k i j))
  refine HasDerivAt.congr_deriv (f := fun τ : ℝ => evolution g k τ i j) hd ?_
  have h2 : -Real.sin (energy g k * t) * energy g k =
      -(Real.sin (energy g k * t) / energy g k * energy g k ^ 2) := by
    field_simp
  rw [mul_div_cancel_right₀ _ he, h2, evolution, mul_sub, mul_smul_comm, mul_smul_comm,
    mul_one, hsq]
  simp only [Matrix.smul_apply, Matrix.sub_apply, smul_eq_mul, Complex.ofReal_neg,
    Complex.ofReal_mul]
  linear_combination (-(((Real.sin (energy g k * t) / energy g k : ℝ) : ℂ) *
    ((energy g k ^ 2 : ℝ) : ℂ) * (1 : Matrix (Fin 2) (Fin 2) ℂ) i j)) * Complex.I_sq
```

At \(t=0\) the matrix is the identity. In \(H_g^2\) the off-diagonal terms cancel and each diagonal entry is \((g-\cos k)^2+\sin^2k\), so \(H_g^2=e_g^2\,1\); this is `hsq`. Therefore
\[-iH_gU_g=-i\cos(e_gt)H_g-\frac{\sin(e_gt)}{e_g}H_g^2=-i\cos(e_gt)H_g-e_g\sin(e_gt)\,1=U_g'.\]
`HasDerivAt` states the derivative entry by entry, and `hd` differentiates the closed form.

```lean
/-- The vector `(-sin k, g - cos k + energy)` divided by its length, for nonzero length. -/
def groundState (g k : ℝ) : Fin 2 → ℂ :=
  let w := g - Real.cos k + energy g k
  let n := √(Real.sin k ^ 2 + w ^ 2)
  ![((-Real.sin k / n : ℝ) : ℂ), ((w / n : ℝ) : ℂ)]
```

With \(w=g-\cos k+e_g\) and \(n=\sqrt{\sin^2k+w^2}\), the vector is \((-\sin k,\ w)/n\).

```lean
/-- For `k` in `(0, π)` the explicit vector `groundState g k` is a ground state of the mode. -/
theorem groundState_witness (g : ℝ) {k : ℝ} (hk : k ∈ Set.Ioo 0 Real.pi) :
    IsGroundState g k (groundState g k) := by
  have hs := Real.sin_pos_of_pos_of_lt_pi hk.1 hk.2
  have hE := energy_sq g k
  unfold blochDot at hE
  have norm_eq : ∀ a b : ℝ, star ![(a : ℂ), (b : ℂ)] ⬝ᵥ ![(a : ℂ), (b : ℂ)] =
      ((a * a + b * b : ℝ) : ℂ) := by
    intro a b
    simp [dotProduct, Fin.sum_univ_two]
  have eig : ∀ a b : ℝ, (g - Real.cos k) * a + Real.sin k * b = -energy g k * a →
      Real.sin k * a - (g - Real.cos k) * b = -energy g k * b →
      ham g k *ᵥ ![(a : ℂ), (b : ℂ)] = (-(energy g k : ℂ)) • ![(a : ℂ), (b : ℂ)] := by
    intro a b h1 h2
    have h1' := congrArg (fun x : ℝ => (x : ℂ)) h1
    have h2' := congrArg (fun x : ℝ => (x : ℂ)) h2
    push_cast at h1' h2'
    ext i
    fin_cases i
    · simp [ham, Matrix.mulVec, dotProduct, Fin.sum_univ_two]
      linear_combination h1'
    · simp [ham, Matrix.mulVec, dotProduct, Fin.sum_univ_two]
      linear_combination h2'
  unfold groundState
  dsimp only
  set w := g - Real.cos k + energy g k with hw
  have hn : 0 < √(Real.sin k ^ 2 + w ^ 2) := Real.sqrt_pos.2 (by positivity)
  have hn2 : √(Real.sin k ^ 2 + w ^ 2) ^ 2 = Real.sin k ^ 2 + w ^ 2 :=
    Real.sq_sqrt (by positivity)
  set n := √(Real.sin k ^ 2 + w ^ 2)
  constructor
  · have h1 : -Real.sin k / n * (-Real.sin k / n) + w / n * (w / n) = 1 := by
      rw [div_mul_div_comm, div_mul_div_comm, ← add_div, div_eq_one_iff_eq (by positivity)]
      linear_combination -hn2
    rw [norm_eq, h1, Complex.ofReal_one]
  · apply eig
    · rw [hw]
      ring
    · rw [hw]
      linear_combination (1 / n) * hE
```

Here \(n>0\) because \(\sin k>0\), and the norm is 1. Apart from the factor \(1/n\), the two rows of \(H_g\psi\) are
\[-(g-\cos k)\sin k+w\sin k=e_g\sin k,\]
\[-\sin^2k-(g-\cos k)w=-e_gw.\]
The second holds because \((e_g-g+\cos k)\,w=e_g^2-(g-\cos k)^2=\sin^2k\). In Lean, `norm_eq` handles the norm and `eig` turns the two real equations into the eigenvalue equation.

```lean
/-- In a ground state for the field `g`, the mean of the Hamiltonian for the field `h`, times
the mode energy for `g`, is minus the scalar product of the mode vectors. -/
theorem mean_energy {g k : ℝ} (h : ℝ) {ψ : Fin 2 → ℂ} (hψ : IsGroundState g k ψ) :
    (energy g k : ℂ) * (star ψ ⬝ᵥ (ham h k *ᵥ ψ)) = -(blochDot g h k : ℂ) := by
  have hv : ∀ f : ℝ, ham f k *ᵥ ψ =
      ![((f - Real.cos k : ℝ) : ℂ) * ψ 0 + ((Real.sin k : ℝ) : ℂ) * ψ 1,
        ((Real.sin k : ℝ) : ℂ) * ψ 0 - ((f - Real.cos k : ℝ) : ℂ) * ψ 1] := by
    intro f
    ext i
    fin_cases i <;> simp [ham, Matrix.mulVec, dotProduct, Fin.sum_univ_two]
    ring
  obtain ⟨hn, hH⟩ := hψ
  rw [hv] at hH
  have F1 : ((g - Real.cos k : ℝ) : ℂ) * ψ 0 + ((Real.sin k : ℝ) : ℂ) * ψ 1 =
      -(energy g k : ℂ) * ψ 0 := congrFun hH 0
  have F2 : ((Real.sin k : ℝ) : ℂ) * ψ 0 - ((g - Real.cos k : ℝ) : ℂ) * ψ 1 =
      -(energy g k : ℂ) * ψ 1 := congrFun hH 1
  have F3 := congrArg (starRingEnd ℂ) F1
  simp only [map_add, map_mul, map_neg, Complex.conj_ofReal] at F3
  have N : starRingEnd ℂ (ψ 0) * ψ 0 + starRingEnd ℂ (ψ 1) * ψ 1 = 1 := by
    rw [← hn, dotProduct, Fin.sum_univ_two]
    rfl
  have hM : star ψ ⬝ᵥ (ham h k *ᵥ ψ) =
      starRingEnd ℂ (ψ 0) *
        (((h - Real.cos k : ℝ) : ℂ) * ψ 0 + ((Real.sin k : ℝ) : ℂ) * ψ 1) +
      starRingEnd ℂ (ψ 1) *
        (((Real.sin k : ℝ) : ℂ) * ψ 0 - ((h - Real.cos k : ℝ) : ℂ) * ψ 1) := by
    rw [hv, dotProduct, Fin.sum_univ_two]
    rfl
  rw [hM, blochDot, Complex.ofReal_add, Complex.ofReal_mul, Complex.ofReal_mul]
  -- combine the eigenvalue equations, their conjugate and the normalization
  linear_combination
    ((h - Real.cos k : ℝ) : ℂ) * (ψ 0 * F3 - starRingEnd ℂ (ψ 1) * F2 -
      ((g - Real.cos k : ℝ) : ℂ) * N) +
    ((Real.sin k : ℝ) : ℂ) * (starRingEnd ℂ (ψ 1) * F1 + starRingEnd ℂ (ψ 0) * F2) -
    ((Real.sin k : ℝ) : ℂ) ^ 2 * N -
    ((g - Real.cos k : ℝ) : ℂ) * (ψ 0 * F3 - starRingEnd ℂ (ψ 0) * F1)
```

By hand, use \(H_gH_h+H_hH_g=2(d_g\cdot d_h)\,1\). Take the mean in \(\psi\), letting \(H_g\) act to the left in one term and to the right in the other:
\[-2e_g\langle\psi|H_h|\psi\rangle=2\,d_g\cdot d_h.\]
Lean obtains the same identity in components, from the eigenvalue equations `F1` and `F2`, the conjugate `F3` and the normalisation `N`.

## Zeros of the amplitude

```lean
/-- For `k` in `(0, π)`, a ground state for the field `g` evolving in the field `h` has the
Loschmidt amplitude `cos (e t) + i u sin (e t)`, with `e` the mode energy for `h` and `u` the
normalized scalar product of the mode vectors. -/
theorem amplitude_eq {g k : ℝ} (h t : ℝ) {ψ : Fin 2 → ℂ} (hk : k ∈ Set.Ioo 0 Real.pi)
    (hψ : IsGroundState g k ψ) :
    amplitude h k ψ t = ((Real.cos (energy h k * t) : ℝ) : ℂ) +
      Complex.I * (overlap g h k : ℂ) * ((Real.sin (energy h k * t) : ℝ) : ℂ) := by
  have hg := (energy_pos g hk).ne'
  have hh := (energy_pos h hk).ne'
  have hgc : (energy g k : ℂ) ≠ 0 := Complex.ofReal_ne_zero.2 hg
  have hm : star ψ ⬝ᵥ (ham h k *ᵥ ψ) = -((blochDot g h k / energy g k : ℝ) : ℂ) := by
    apply mul_left_cancel₀ hgc
    rw [mean_energy h hψ, Complex.ofReal_div]
    field_simp
  have hu : overlap g h k * Real.sin (energy h k * t) =
      Real.sin (energy h k * t) / energy h k * (blochDot g h k / energy g k) := by
    unfold overlap
    field_simp
  have hu' := congrArg (fun x : ℝ => (x : ℂ)) hu
  simp only [Complex.ofReal_mul] at hu'
  rw [amplitude, evolution, Matrix.sub_mulVec, Matrix.smul_mulVec, Matrix.smul_mulVec,
    Matrix.one_mulVec, dotProduct_sub, dotProduct_smul, dotProduct_smul, hψ.1, hm]
  simp only [smul_eq_mul]
  linear_combination (-Complex.I) * hu'
```

Insert this mean into the evolution:
\[\langle\psi|U_h(t)|\psi\rangle=\cos(e_ht)-i\frac{\sin(e_ht)}{e_h}\left(-\frac{d_g\cdot d_h}{e_g}\right)=\cos(e_ht)+iu\sin(e_ht).\]
The theorem holds for every ground state `ψ`, whatever its phase.

```lean
/-- For `k` in `(0, π)`, the Loschmidt amplitude of a ground state for the field `g` evolving
in the field `h` vanishes exactly when the mode vectors are orthogonal and `cos (e t) = 0`,
with `e` the mode energy for `h`. -/
theorem amplitude_eq_zero_iff {g k : ℝ} (h t : ℝ) {ψ : Fin 2 → ℂ}
    (hk : k ∈ Set.Ioo 0 Real.pi) (hψ : IsGroundState g k ψ) :
    amplitude h k ψ t = 0 ↔ blochDot g h k = 0 ∧ Real.cos (energy h k * t) = 0 := by
  have key : ∀ c u s : ℝ, (c : ℂ) + Complex.I * (u : ℂ) * (s : ℂ) = 0 ↔
      c = 0 ∧ u * s = 0 := by
    intro c u s
    simp [Complex.ext_iff]
  rw [amplitude_eq h t hk hψ, key]
  constructor
  · rintro ⟨hc, hus⟩
    -- sine and cosine have no common zero
    have hs : Real.sin (energy h k * t) ≠ 0 := by
      intro hs
      have h1 := Real.sin_sq_add_cos_sq (energy h k * t)
      rw [hs, hc] at h1
      norm_num at h1
    have hu := (mul_eq_zero.1 hus).resolve_right hs
    exact ⟨(div_eq_zero_iff.1 hu).resolve_right
      (mul_pos (energy_pos g hk) (energy_pos h hk)).ne', hc⟩
  · rintro ⟨hd, hc⟩
    exact ⟨hc, by rw [overlap, hd, zero_div, zero_mul]⟩
```

A complex number vanishes when its real and imaginary parts do: \(\cos(e_ht)=0\) and \(u\sin(e_ht)=0\). Sine and cosine have no common zero, so \(u=0\), which means \(d_g\cdot d_h=0\). The converse is immediate. Orthogonality alone is thus not enough; the time must also be right.

```lean
/-- For a quench between nonnegative fields `g` and `h`, some mode with momentum in `(0, π)`,
started in a ground state for `g`, has a vanishing Loschmidt amplitude at some time exactly
when the fields lie strictly on opposite sides of `1`. -/
theorem loschmidt_zero_iff {g h : ℝ} (hg : 0 ≤ g) (hh : 0 ≤ h) :
    (∃ k ∈ Set.Ioo 0 Real.pi, ∃ ψ, IsGroundState g k ψ ∧ ∃ t, amplitude h k ψ t = 0) ↔
      (g - 1) * (h - 1) < 0 := by
  rw [← exists_orthogonal_iff hg hh]
  constructor
  · rintro ⟨k, hk, ψ, hψ, t, ht⟩
    exact ⟨k, hk, ((amplitude_eq_zero_iff h t hk hψ).1 ht).1⟩
  · rintro ⟨k, hk, hd⟩
    have he := (energy_pos h hk).ne'
    have hψ := groundState_witness g hk
    -- the first zero occurs after a quarter period
    refine ⟨k, hk, groundState g k, hψ, Real.pi / 2 / energy h k,
      (amplitude_eq_zero_iff h _ hk hψ).2 ⟨hd, ?_⟩⟩
    rw [mul_div_cancel₀ _ he, Real.cos_pi_div_two]

end

end IsingQuench
```

The left side reads: there are a momentum, a ground state for \(g\) and a time at which the amplitude is zero. Such a zero gives orthogonality, hence fields strictly on opposite sides of 1. Conversely, take the orthogonal momentum, the explicit ground state and \(t=\pi/(2e_h)\), where \(\cos(e_ht)=0\).

For simulations of quenches in this free-fermion model, the result predicts whether an exact zero exists in the continuum of momenta. A finite chain has only discrete momenta, and the orthogonal one need not be among them.

```lean
#print axioms IsingQuench.orthogonal_unique
#print axioms IsingQuench.evolution_schrodinger
#print axioms IsingQuench.loschmidt_zero_iff
```

```
'IsingQuench.orthogonal_unique' depends on axioms: [propext, Classical.choice, Quot.sound]
'IsingQuench.evolution_schrodinger' depends on axioms: [propext, Classical.choice, Quot.sound]
'IsingQuench.loschmidt_zero_iff' depends on axioms: [propext, Classical.choice, Quot.sound]
```
